# Invariance under orthogonal orbital mixing makes CᵀG symmetric

When a static electric field is switched on, the occupied orbitals of a molecule respond: they mix among themselves and acquire components along the virtual orbitals. A quantity f computed from the occupied orbitals changes, to first order, linearly in these mixing parameters, and in the Z-vector method the coefficients of that linear form make up the right-hand side of a linear system. The question is which parameters can have a nonzero coefficient.

Collect k orbitals in n basis functions as the columns of a real n×k matrix C. Let f be differentiable at C with matrix gradient G, meaning that its first-order change along an n×k matrix V is

df(V) = tr(GᵀV).

The claim is that CᵀG is symmetric if f(CU) = f(C) for every orthogonal k×k matrix U, and that antisymmetric occupied-occupied mixing then leaves f unchanged to first order. Invariance expresses that f does not distinguish between occupied sets related by orthogonal mixing.

## A rotation in one orbital pair

Let E_pq have a 1 at position (p, q) and zeros elsewhere, and set A = E_pq − E_qp, so Aᵀ = −A. For p ≠ q, A² = −(E_pp + E_qq), hence A³ = −A and A⁴ = −A²; for p = q, A = 0. With an angle t, a = sin t and b = 1 − cos t, define

R(t) = 1 + aA + bA², R(t)ᵀ = 1 − aA + bA².

R Rᵀ = (1 + bA²)² − a²A² = 1 + (2b − b² − a²)A² = 1,

because 2b − b² = 1 − cos² t. Also R(0) = 1 and R′(0) = A. Since f(C R(t)) = f(C) for all t, the chain rule and tr(M E_pq) = M_qp for a k×k matrix M give

0 = tr(GᵀCA) = (GᵀC)_qp − (GᵀC)_pq.

So GᵀC is symmetric, and so is its transpose S = CᵀG. For any antisymmetric κ,

tr(Sκ) = tr(κᵀSᵀ) = −tr(κS) = −tr(Sκ) = 0.

From here on let V be not a direction but an n×m block of virtual orbitals, and x an m×k matrix. For the response δC = Cκ + Vx,

df(δC) = tr(GᵀCκ) + tr(GᵀVx) = tr((VᵀG)ᵀx).

For an invariant function of one real orbital block in a finite basis, the antisymmetric mixing κ thus has zero coefficient and the right-hand side lives in the virtual-occupied block VᵀG.

## Gradient, generator and rotation in Lean

The types `n`, `k`, `m` index basis functions, occupied and virtual orbitals. The entrywise maximum norm serves to define differentiability; in finite dimension the choice of norm does not affect the derivative.

```lean
import Mathlib

open Matrix

namespace InvariantOrbitalRotations

attribute [local instance] Matrix.normedAddCommGroup Matrix.normedSpace

noncomputable section

variable {n k m : Type*} [Fintype n] [Fintype k] [Fintype m] [DecidableEq k]
```

`HasMatGradAt f G C` says that a Fréchet derivative `L` exists at C and equals V ↦ tr(GᵀV).

```lean
/-- `G` is the matrix gradient of `f` at the orbital coefficients `C`: `f` is differentiable
at `C` and its first-order change along `V` is `tr (Gᵀ V)`. -/
def HasMatGradAt (f : Matrix n k ℝ → ℝ) (G C : Matrix n k ℝ) : Prop :=
  ∃ L : Matrix n k ℝ →L[ℝ] ℝ, HasFDerivAt f L C ∧ ∀ V, L V = trace (Gᵀ * V)
```

`gen p q` is A, `rot A t` is R(t), and `bandEnergy` is tr(CᵀHC) for a one-electron matrix H.

```lean
/-- Generator `E_pq - E_qp` of the rotation that mixes orbitals `p` and `q`. -/
def gen (p q : k) : Matrix k k ℝ := single p q 1 - single q p 1

/-- The matrix `1 + sin t • A + (1 - cos t) • A²` built from a generator `A` and an angle `t`. -/
def rot (A : Matrix k k ℝ) (t : ℝ) : Matrix k k ℝ :=
  1 + Real.sin t • A + (1 - Real.cos t) • (A * A)

/-- The band energy `tr (Cᵀ H C)` of the orbitals `C` for a one-electron matrix `H`. -/
def bandEnergy (H : Matrix n n ℝ) (C : Matrix n k ℝ) : ℝ := trace (Cᵀ * H * C)
```

Every f differentiable at C has a gradient in this sense: expanding V in the matrices `single i j 1` shows that G_ij = ∂f/∂C_ij works.

```lean
/-- A function differentiable at `C` has the matrix of its partial derivatives with respect to
the coefficients as matrix gradient. -/
theorem hasMatGradAt_of_differentiableAt [DecidableEq n]
    {f : Matrix n k ℝ → ℝ} {C : Matrix n k ℝ}
    (hf : DifferentiableAt ℝ f C) :
    HasMatGradAt f (Matrix.of fun i j => fderiv ℝ f C (single i j 1)) C := by
  refine ⟨fderiv ℝ f C, hf.hasFDerivAt, fun V => ?_⟩
  have hV : V = ∑ i, ∑ j, V i j • single i j (1 : ℝ) := by
    simp only [Matrix.smul_single, smul_eq_mul, mul_one]
    exact matrix_eq_sum_single V
  calc fderiv ℝ f C V = fderiv ℝ f C (∑ i, ∑ j, V i j • single i j (1 : ℝ)) :=
        congrArg (fderiv ℝ f C) hV
    _ = ∑ i, ∑ j, V i j * fderiv ℝ f C (single i j 1) := by
        simp only [map_sum, map_smul, smul_eq_mul]
    _ = _ := by
        simp only [trace, diag_apply, mul_apply, transpose_apply, of_apply]
        rw [Finset.sum_comm]
        simp only [mul_comm]
```

## Constancy along the rotated orbitals

The algebra of A splits on `p = q` as above.

```lean
/-- The pair generator `A` is antisymmetric and satisfies `A³ = -A`. -/
theorem gen_skew_cube (p q : k) :
    (gen p q)ᵀ = -gen p q ∧ gen p q * gen p q * gen p q = -gen p q := by
  refine ⟨by simp [gen], ?_⟩
  by_cases h : p = q
  · simp [gen, h]
  · have h' : q ≠ p := fun e => h e.symm
    simp [gen, mul_sub, sub_mul, h, h']
    abel
```

In `rot_orthogonal`, `hT` is the formula for Rᵀ and `h4` is A⁴ = −A²; after expansion, `linear_combination` closes the A² coefficient with sin² t + cos² t = 1.

```lean
/-- For an antisymmetric `A` with `A³ = -A` the matrix `rot A t` is orthogonal. -/
theorem rot_orthogonal {A : Matrix k k ℝ} (hA : Aᵀ = -A) (h3 : A * A * A = -A) (t : ℝ) :
    rot A t * (rot A t)ᵀ = 1 := by
  have hT : (rot A t)ᵀ = 1 - Real.sin t • A + (1 - Real.cos t) • (A * A) := by
    simp only [rot, transpose_add, transpose_smul, transpose_one, transpose_mul, hA,
      neg_mul_neg, smul_neg]
    abel
  have h3a : A * (A * A) = -A := by rw [← mul_assoc, h3]
  have h4 : A * A * (A * A) = -(A * A) := by rw [← mul_assoc, h3, neg_mul]
  have hsc := Real.sin_sq_add_cos_sq t
  rw [hT, rot]
  simp only [mul_add, add_mul, mul_sub, smul_mul_assoc, mul_smul_comm, one_mul, mul_one,
    h3, h3a, h4]
  -- the coefficient of A² is 1 - sin² t - cos² t
  linear_combination (norm := module) hsc.symm • (A * A)
```

Differentiating sin t and 1 − cos t at zero gives the velocity CA.

```lean
/-- The orbitals `C * rot A t` move with velocity `C * A` at `t = 0`. -/
theorem hasDerivAt_rot (C : Matrix n k ℝ) (A : Matrix k k ℝ) :
    HasDerivAt (fun t => C * rot A t) (C * A) 0 := by
  have e : (fun t => C * rot A t)
      = fun t => C + Real.sin t • (C * A) + (1 - Real.cos t) • (C * (A * A)) := by
    funext t
    simp only [rot, Matrix.mul_add, Matrix.mul_smul, Matrix.mul_one]
  rw [e]
  have h := (((Real.hasDerivAt_sin 0).smul_const (C * A)).const_add C).fun_add
    (((Real.hasDerivAt_cos 0).const_sub 1).smul_const (C * (A * A)))
  exact h.congr_deriv (by simp)
```

The chain rule `h1` gives the derivative `L` applied to CA, `hconst` makes the function constant, and uniqueness of derivatives equates the two.

```lean
/-- If `f` is unchanged when `C` is multiplied by any orthogonal matrix, its first-order change
`tr (Gᵀ C A)` along every pair generator `A` vanishes. -/
theorem trace_gen_eq_zero {f : Matrix n k ℝ → ℝ} {G C : Matrix n k ℝ}
    (hG : HasMatGradAt f G C) (hinv : ∀ U : Matrix k k ℝ, U * Uᵀ = 1 → f (C * U) = f C)
    (p q : k) : trace (Gᵀ * (C * gen p q)) = 0 := by
  obtain ⟨L, hL, hLG⟩ := hG
  obtain ⟨hs, hc⟩ := gen_skew_cube p q
  have h0 : C * rot (gen p q) 0 = C := by simp [rot]
  have hL' : HasFDerivAt f L (C * rot (gen p q) 0) := by
    rw [h0]
    exact hL
  -- chain rule along the rotated orbitals
  have h1 := HasFDerivAt.comp_hasDerivAt (f := fun t => C * rot (gen p q) t) (0 : ℝ) hL'
    (hasDerivAt_rot C (gen p q))
  -- f is constant along that curve
  have hconst : f ∘ (fun t => C * rot (gen p q) t) = fun _ => f C :=
    funext fun t => hinv _ (rot_orthogonal hs hc t)
  rw [hconst] at h1
  rw [← hLG]
  exact h1.unique (hasDerivAt_const _ _)
```

## Symmetry and the response formula

Here `ht` is tr(M E_pq) = M_qp. The next theorem extends from pair generators to all antisymmetric κ as an equivalence, its `h1` being the transposed trace.

```lean
/-- If `tr (Gᵀ C A)` vanishes for every pair generator `A`, then `Cᵀ G` is symmetric. -/
theorem isSymm_of_trace_gen {G C : Matrix n k ℝ}
    (h : ∀ p q : k, trace (Gᵀ * (C * gen p q)) = 0) : (Cᵀ * G).IsSymm := by
  have ht : ∀ (M : Matrix k k ℝ) (p q : k), trace (M * single p q 1) = M q p := by
    intro M p q
    simp [trace, mul_apply, Matrix.single, ite_and]
  have hM : (Gᵀ * C)ᵀ = Gᵀ * C := by
    ext p q
    have hpq := h p q
    rw [← Matrix.mul_assoc, gen, Matrix.mul_sub, trace_sub, ht, ht] at hpq
    rw [transpose_apply]
    linarith
  rw [transpose_mul, transpose_transpose] at hM
  unfold Matrix.IsSymm
  rw [transpose_mul, transpose_transpose, hM]

/-- `Cᵀ G` is symmetric exactly when `tr (Gᵀ C κ)` vanishes for every antisymmetric `κ`. -/
theorem isSymm_iff_trace_skew (G C : Matrix n k ℝ) :
    (Cᵀ * G).IsSymm ↔ ∀ κ : Matrix k k ℝ, κᵀ = -κ → trace (Gᵀ * (C * κ)) = 0 := by
  refine ⟨fun h κ hκ => ?_, fun h => isSymm_of_trace_gen fun p q => h _ (gen_skew_cube p q).1⟩
  have hM : Gᵀ * C = Cᵀ * G := by
    have h' : (Cᵀ * G)ᵀ = Cᵀ * G := h
    rwa [transpose_mul, transpose_transpose] at h'
  have h1 : trace (Cᵀ * G * κ)ᵀ = -trace (Cᵀ * G * κ) := by
    rw [transpose_mul, hκ, h.eq, Matrix.neg_mul, trace_neg, trace_mul_comm κ]
  rw [trace_transpose] at h1
  rw [← Matrix.mul_assoc, hM]
  linarith
```

The main theorem needs differentiability and the invariance `hinv` only at the given C, whose columns need not be orthonormal. For one orbital CᵀG is a number and symmetry is automatic.

```lean
/-- If `f` has matrix gradient `G` at `C` and `f (C U) = f C` for every orthogonal `U`,
then `Cᵀ G` is symmetric. -/
theorem isSymm_transpose_mul_grad {f : Matrix n k ℝ → ℝ} {G C : Matrix n k ℝ}
    (hG : HasMatGradAt f G C) (hinv : ∀ U : Matrix k k ℝ, U * Uᵀ = 1 → f (C * U) = f C) :
    (Cᵀ * G).IsSymm :=
  isSymm_of_trace_gen (trace_gen_eq_zero hG hinv)
```

`hasDerivAt_response` gives the derivative at t = 0 of f along the straight line C + t(Cκ + Vx). The block `V` is arbitrary, with no orthogonality to C. Antisymmetry `hκ` is assumed: it is the first-order condition for 1 + tκ to be orthogonal, and a symmetric part of the mixing, as arises from a perturbation-dependent overlap matrix, is not covered. The response equations and the Z-vector itself are not constructed.

```lean
/-- For an invariant `f` and an orbital response `C κ + V x`, with `κ` antisymmetric and `V` a
second block of orbitals, the first-order change of `f` is `tr ((Vᵀ G)ᵀ x)`, whatever `κ`. -/
theorem hasDerivAt_response {f : Matrix n k ℝ → ℝ} {G C : Matrix n k ℝ}
    (hG : HasMatGradAt f G C) (hinv : ∀ U : Matrix k k ℝ, U * Uᵀ = 1 → f (C * U) = f C)
    (κ : Matrix k k ℝ) (hκ : κᵀ = -κ) (V : Matrix n m ℝ) (x : Matrix m k ℝ) :
    HasDerivAt (fun t : ℝ => f (C + t • (C * κ + V * x))) (trace ((Vᵀ * G)ᵀ * x)) 0 := by
  have h0 := (isSymm_iff_trace_skew G C).1 (isSymm_transpose_mul_grad hG hinv) κ hκ
  obtain ⟨L, hL, hLG⟩ := hG
  have h1 : HasDerivAt (fun t : ℝ => f (C + t • (C * κ + V * x))) (L (C * κ + V * x)) 0 :=
    hL.hasLineDerivAt (C * κ + V * x)
  refine h1.congr_deriv ?_
  -- the occupied-occupied term drops out
  rw [hLG, Matrix.mul_add, trace_add, h0, zero_add, transpose_mul, transpose_transpose,
    Matrix.mul_assoc]
```

The trace tr(CᵀHC), which for symmetric H and orthonormal, singly occupied orbitals is the energy expectation value of non-interacting electrons (their band energy when the orbitals span the occupied eigenstates of H), satisfies both hypotheses at every C, with G = (H + Hᵀ)C for any square H. Along a line it is quadratic in t, which identifies G, and cyclicity of the trace gives invariance.

```lean
/-- The band energy `tr (Cᵀ H C)` has matrix gradient `(H + Hᵀ) C` and is unchanged when `C`
is multiplied by any orthogonal matrix. -/
theorem bandEnergy_witness (H : Matrix n n ℝ) (C : Matrix n k ℝ) :
    HasMatGradAt (bandEnergy H) ((H + Hᵀ) * C) C ∧
      ∀ U : Matrix k k ℝ, U * Uᵀ = 1 → bandEnergy H (C * U) = bandEnergy H C := by
  constructor
  · have he : ∀ i j, DifferentiableAt ℝ (fun X : Matrix n k ℝ => X i j) C := fun i j => by
      exact (LinearMap.toContinuousLinearMap (entryLinearMap ℝ ℝ i j)).differentiableAt
    have hd : DifferentiableAt ℝ (bandEnergy H) C := by
      show DifferentiableAt ℝ (fun X : Matrix n k ℝ => trace (Xᵀ * H * X)) C
      simp only [trace, diag_apply, mul_apply, transpose_apply]
      exact DifferentiableAt.fun_sum fun j _ => DifferentiableAt.fun_sum fun b _ =>
        (DifferentiableAt.fun_sum fun a _ => (he a j).mul_const (H a b)).fun_mul (he b j)
    refine ⟨fderiv ℝ (bandEnergy H) C, hd.hasFDerivAt, fun V => ?_⟩
    have h1 : HasDerivAt (fun t : ℝ => bandEnergy H (C + t • V))
        (fderiv ℝ (bandEnergy H) C V) 0 := hd.hasFDerivAt.hasLineDerivAt V
    have hx : trace (Vᵀ * (H * C)) = trace (Cᵀ * (Hᵀ * V)) := by
      rw [← trace_transpose (Vᵀ * (H * C))]
      simp only [transpose_mul, transpose_transpose, Matrix.mul_assoc]
    -- along a line the energy is a quadratic polynomial in t
    have e : (fun t : ℝ => bandEnergy H (C + t • V)) = fun t => bandEnergy H C
        + t * trace (((H + Hᵀ) * C)ᵀ * V) + t * t * bandEnergy H V := by
      funext t
      simp only [bandEnergy, transpose_add, transpose_smul, transpose_mul, transpose_transpose,
        Matrix.add_mul, Matrix.mul_add, Matrix.smul_mul, Matrix.mul_smul, Matrix.mul_assoc,
        trace_add, trace_smul, smul_eq_mul, hx]
      ring
    rw [e] at h1
    have hid : HasDerivAt (fun t : ℝ => t) 1 0 := hasDerivAt_id 0
    have h2 := ((hid.mul_const (trace (((H + Hᵀ) * C)ᵀ * V))).const_add
      (bandEnergy H C)).fun_add ((hid.fun_mul hid).mul_const (bandEnergy H V))
    exact h1.unique (h2.congr_deriv (by simp only [one_mul, mul_zero, zero_mul, add_zero]))
  · intro U hU
    have e : (C * U)ᵀ * H * (C * U) = Uᵀ * (Cᵀ * H * C * U) := by
      simp only [transpose_mul, Matrix.mul_assoc]
    rw [bandEnergy, bandEnergy, e, trace_mul_comm Uᵀ, Matrix.mul_assoc (Cᵀ * H * C), hU,
      Matrix.mul_one]

end

end InvariantOrbitalRotations
```

```lean
#print axioms InvariantOrbitalRotations.hasMatGradAt_of_differentiableAt
#print axioms InvariantOrbitalRotations.rot_orthogonal
#print axioms InvariantOrbitalRotations.hasDerivAt_response
```

```
'InvariantOrbitalRotations.hasMatGradAt_of_differentiableAt' depends on axioms: [propext, Classical.choice, Quot.sound]
'InvariantOrbitalRotations.rot_orthogonal' depends on axioms: [propext, Classical.choice, Quot.sound]
'InvariantOrbitalRotations.hasDerivAt_response' depends on axioms: [propext, Classical.choice, Quot.sound]
```

## The energy expectation value of one orbital, and the density matrix as variable

The two remarks below are ordinary algebra, not theorems of the file. Without invariance the symmetry can fail. Take n = k = 2 with indices 0 and 1, H = E_01 + E_10, and let f(C) = (CᵀHC)_00 be the energy expectation value of orbital 0 alone. At C = 1, where the orbitals are not eigenvectors of H, the gradient is G = 2E_10, so CᵀG is not symmetric. With p = 0, q = 1 one finds f(R(t)) = −sin 2t, of slope −2 = tr(GᵀA).

A different model takes f(C) = g(P) with the density matrix P = CCᵀ and g differentiable at P with n×n gradient Γ. Invariance then follows from CUUᵀCᵀ = CCᵀ, the gradient is G = (Γ + Γᵀ)C, and CᵀG = Cᵀ(Γ + Γᵀ)C is visibly symmetric. The price is that f must be supplied as a differentiable function of P, whereas `hinv` asks nothing about how f is written.
